# For a, b, c in [0,1], three unit vectors in C³ with overlap moduli a, b, c and triangle phase φ exist exactly when 1 − a² − b² − c² + 2abc cos φ ≥ 0

For each band, a band calculation gives one normalised state at each point of a k-mesh, each with an arbitrary phase. Three mesh points form the smallest loop on which these arbitrary phases cancel and a nontrivial phase can remain. It is the phase φ of the triple product ⟨u₀,u₁⟩⟨u₁,u₂⟩⟨u₂,u₀⟩, a discrete Berry phase. The overlap moduli

a = |⟨u₀,u₁⟩|, b = |⟨u₁,u₂⟩|, c = |⟨u₂,u₀⟩|

say how far apart the states are. Which phases do they allow? The answer depends on the sign of

D = 1 − a² − b² − c² + 2abc cos φ.

For a single non-interacting band in a finite orthonormal basis, this limits the Berry phase of a mesh triangle when its overlap moduli are large. Passing from φ to the continuum Berry phase of a smooth path needs a refinement argument, about which the hypotheses say nothing.

## States, overlaps and the sign of φ

```lean
import Mathlib

open Matrix ComplexConjugate
open scoped ComplexOrder

namespace RealisableTriangles

noncomputable section
```

A state is a list of n complex amplitudes, `Fin n → ℂ`, and the overlap is conjugate-linear in its first argument.

```lean
/-- The overlap `⟨u, v⟩` of two state vectors in `C^n`, conjugate-linear in `u`. -/
def overlap {n : ℕ} (u v : Fin n → ℂ) : ℂ := ∑ k, conj (u k) * v k

/-- The triple product `⟨u₀,u₁⟩⟨u₁,u₂⟩⟨u₂,u₀⟩` around a triangle of states. -/
def tripleProduct {n : ℕ} (u : Fin 3 → Fin n → ℂ) : ℂ :=
  overlap (u 0) (u 1) * overlap (u 1) (u 2) * overlap (u 2) (u 0)
```

Many texts define the Berry phase as minus the argument of this product; φ here is plus the argument.

```lean
/-- The matrix of all overlaps of three states. -/
def overlapMatrix {n : ℕ} (u : Fin 3 → Fin n → ℂ) : Matrix (Fin 3) (Fin 3) ℂ :=
  Matrix.of fun i j => overlap (u i) (u j)
```

D is called `triangleDet`:

```lean
/-- The quantity `1 - a² - b² - c² + 2abc cos φ` of a triangle with overlap moduli
`a, b, c` and phase `φ`. -/
def triangleDet (a b c φ : ℝ) : ℝ :=
  1 - a ^ 2 - b ^ 2 - c ^ 2 + 2 * (a * b * c * Real.cos φ)
```

`Realisable n a b c φ` says that three normalised states in Cⁿ have the given moduli and the triple product abc·exp(iφ). The angle φ is any real number, with no branch chosen. If one modulus vanishes, the triple product is zero and φ carries no information; D then does not depend on φ either.

```lean
/-- Three unit vectors in `C^n` exist with overlap moduli `a, b, c` and triple product
`abc exp(iφ)`. -/
def Realisable (n : ℕ) (a b c φ : ℝ) : Prop :=
  ∃ u : Fin 3 → Fin n → ℂ, (∀ i, overlap (u i) (u i) = 1) ∧
    ‖overlap (u 0) (u 1)‖ = a ∧ ‖overlap (u 1) (u 2)‖ = b ∧ ‖overlap (u 2) (u 0)‖ = c ∧
    tripleProduct u = a * b * c * Complex.exp (φ * Complex.I)
```

## Normalisation

Unit norm makes a modulus a measure of distance between physical states. By hand it enters as the 1s on the diagonal of the overlap matrix G, with entries ⟨uᵢ,uⱼ⟩. Write p = ⟨u₀,u₁⟩, q = ⟨u₁,u₂⟩, r = ⟨u₂,u₀⟩ (the code calls them `x`, `y`, `w`). The rows of G are (1, p, r*), (p*, 1, q), (r, q*, 1), so

det G = (1 − |q|²) − p(p* − qr) + r*(p*q* − r)
= 1 − |p|² − |q|² − |r|² + 2 Re(pqr).

Inserting pqr = abc·exp(iφ) gives det G = D.

In Lean, `overlap_swap` supplies the conjugate entries. `det_overlapMatrix` expands the determinant, using `h` for the diagonal, and `Complex.add_conj` combines the two cyclic terms into twice a real part. `det_eq_triangleDet` then takes the real part of the exponential.

```lean
/-- Exchanging the two states conjugates their overlap. -/
theorem overlap_swap {n : ℕ} (u v : Fin n → ℂ) : overlap v u = conj (overlap u v) := by
  simp [overlap, map_sum, mul_comm]

/-- For three unit vectors, the determinant of the overlap matrix is one minus the squared
overlap moduli plus twice the real part of the triple product. -/
theorem det_overlapMatrix {n : ℕ} (u : Fin 3 → Fin n → ℂ)
    (h : ∀ i, overlap (u i) (u i) = 1) :
    (overlapMatrix u).det = ((1 - ‖overlap (u 0) (u 1)‖ ^ 2 - ‖overlap (u 1) (u 2)‖ ^ 2
      - ‖overlap (u 2) (u 0)‖ ^ 2 + 2 * (tripleProduct u).re : ℝ) : ℂ) := by
  have hn : ∀ z : ℂ, z * conj z = (‖z‖ : ℂ) ^ 2 := by
    intro z
    rw [Complex.mul_conj, Complex.normSq_eq_norm_sq, Complex.ofReal_pow]
  rw [Matrix.det_fin_three]
  simp only [overlapMatrix, Matrix.of_apply, h, tripleProduct]
  rw [overlap_swap (u 0) (u 1), overlap_swap (u 1) (u 2), overlap_swap (u 2) (u 0)]
  generalize overlap (u 0) (u 1) = x
  generalize overlap (u 1) (u 2) = y
  generalize overlap (u 2) (u 0) = w
  -- the two cyclic terms are complex conjugates of each other
  have ht := Complex.add_conj (x * y * w)
  simp only [map_mul] at ht
  push_cast at ht ⊢
  linear_combination ht - hn x - hn y - hn w

/-- If unit vectors `u` have overlap moduli `a, b, c` and triple product `abc exp(iφ)`, the
determinant of their overlap matrix is `1 - a² - b² - c² + 2abc cos φ`. -/
theorem det_eq_triangleDet {n : ℕ} {a b c φ : ℝ} (u : Fin 3 → Fin n → ℂ)
    (h : ∀ i, overlap (u i) (u i) = 1) (h01 : ‖overlap (u 0) (u 1)‖ = a)
    (h12 : ‖overlap (u 1) (u 2)‖ = b) (h20 : ‖overlap (u 2) (u 0)‖ = c)
    (ht : tripleProduct u = a * b * c * Complex.exp (φ * Complex.I)) :
    (overlapMatrix u).det = (triangleDet a b c φ : ℂ) := by
  have e : (a : ℂ) * b * c * Complex.exp (φ * Complex.I) =
      ((a * b * c * Real.cos φ : ℝ) : ℂ) + ((a * b * c * Real.sin φ : ℝ) : ℂ) * Complex.I := by
    rw [Complex.exp_mul_I]
    push_cast
    ring
  have hre : (tripleProduct u).re = a * b * c * Real.cos φ := by
    rw [ht, e, Complex.add_re, Complex.ofReal_re, Complex.re_ofReal_mul, Complex.I_re]
    ring
  rw [det_overlapMatrix u h, h01, h12, h20, hre, triangleDet]
```

Without normalisation the bound fails. Two equal vectors of squared norm 2 and a third orthogonal to them have a = 2, b = c = 0 and D = −3.

## The inequality D ≥ 0

This condition follows from the fact that no superposition has negative squared norm. For any coefficients vᵢ,

Σᵢⱼ vᵢ* ⟨uᵢ,uⱼ⟩ vⱼ = ‖Σⱼ vⱼuⱼ‖² ≥ 0,

so the eigenvalues of G are non-negative, and so is their product D. The argument works in every dimension.

The proof writes G as B†B, where the columns of B are the states, and uses the fact that a positive semidefinite matrix has a non-negative determinant.

```lean
/-- In any dimension, a realisable triangle satisfies `1 - a² - b² - c² + 2abc cos φ ≥ 0`. -/
theorem triangleDet_nonneg {n : ℕ} {a b c φ : ℝ} (h : Realisable n a b c φ) :
    0 ≤ triangleDet a b c φ := by
  obtain ⟨u, hu, h01, h12, h20, ht⟩ := h
  -- the overlap matrix has the form B†B
  have hB : overlapMatrix u = (Matrix.of fun k i => u i k)ᴴ * (Matrix.of fun k i => u i k) := by
    ext i j
    simp [overlapMatrix, overlap, Matrix.mul_apply]
  have hp : 0 ≤ (overlapMatrix u).det := by
    rw [hB]
    exact (Matrix.posSemidef_conjTranspose_mul_self _).det_nonneg
  rw [det_eq_triangleDet u hu h01 h12 h20 ht] at hp
  exact_mod_cast hp
```

If D < 0, no such states exist. For example, a = b = c = 1 with φ = π gives D = −4: three states that differ only by phase factors have φ = 0 up to multiples of 2π.

## Non-negative a, b and c

A modulus is non-negative, so these hypotheses only exclude meaningless input. They are used in the converse, where states must be built from the numbers. Rephasing the states leaves the triple product unchanged, so it is enough to find unit vectors with

⟨u₀,u₁⟩ = a, ⟨u₁,u₂⟩ = b·exp(iφ), ⟨u₂,u₀⟩ = c.

Their moduli are a, b, c because these numbers are non-negative, and their product is abc·exp(iφ). `realisable_of_gauge` checks this, using `Real.norm_of_nonneg` once for each modulus.

```lean
/-- Unit vectors whose overlaps are `a`, `b exp(iφ)` and `c`, with `a, b, c ≥ 0`, realise the
triangle with moduli `a, b, c` and phase `φ`. -/
theorem realisable_of_gauge {n : ℕ} {a b c φ : ℝ} (ha : 0 ≤ a) (hb : 0 ≤ b) (hc : 0 ≤ c)
    (v₀ v₁ v₂ : Fin n → ℂ) (h0 : overlap v₀ v₀ = 1) (h1 : overlap v₁ v₁ = 1)
    (h2 : overlap v₂ v₂ = 1) (h01 : overlap v₀ v₁ = a)
    (h12 : overlap v₁ v₂ = b * Complex.exp (φ * Complex.I)) (h20 : overlap v₂ v₀ = c) :
    Realisable n a b c φ := by
  refine ⟨![v₀, v₁, v₂], ?_, ?_, ?_, ?_, ?_⟩
  · intro i
    fin_cases i
    exacts [h0, h1, h2]
  · change ‖overlap v₀ v₁‖ = a
    rw [h01, Complex.norm_real, Real.norm_of_nonneg ha]
  · change ‖overlap v₁ v₂‖ = b
    rw [h12, norm_mul, Complex.norm_exp_ofReal_mul_I, mul_one, Complex.norm_real,
      Real.norm_of_nonneg hb]
  · change ‖overlap v₂ v₀‖ = c
    rw [h20, Complex.norm_real, Real.norm_of_nonneg hc]
  · change overlap v₀ v₁ * overlap v₁ v₂ * overlap v₂ v₀ = _
    rw [h01, h12, h20]
    ring
```

With a = −1/2 and b = c = 0 one has D = 3/4, yet no overlap has modulus −1/2. Permuting the values gives the same conclusion for b and c.

## The bounds a ≤ 1 and c ≤ 1

These are the Cauchy–Schwarz bounds for unit vectors. Take

u₀ = (1, 0, 0), u₁ = (a, s, 0), u₂ = (c, y, z),

with s and z real and y complex. Normalisation and the middle overlap require

s² = 1 − a², sy = b·exp(iφ) − ac, |y|² + z² = 1 − c².

The right-hand side of the second equation satisfies

|b·exp(iφ) − ac|² = b² − 2abc cos φ + a²c² = (1 − a²)(1 − c²) − D.

If a < 1, set s = √(1 − a²) and divide by s to obtain y. Then |y|² = 1 − c² − D/(1 − a²), which leaves z² = D/(1 − a²) ≥ 0.

If a = 1, the squared modulus above equals −D. Since D ≥ 0, both vanish, so the second equation reads 0·y = 0. Choose y = √(1 − c²) and z = 0; this is where c ≤ 1 is used.

`exists_components` follows the same two cases. It also records that z = 0 when D = 0.

```lean
/-- For `a, c` in `[0,1]` and `1 - a² - b² - c² + 2abc cos φ ≥ 0`, there are components `s, y, z`
with `s² = 1 - a²`, `s y = b exp(iφ) - a c` and `|y|² + z² = 1 - c²`, and `z = 0` if equality
holds. -/
theorem exists_components {a b c φ : ℝ} (ha : 0 ≤ a) (ha1 : a ≤ 1) (hc : 0 ≤ c) (hc1 : c ≤ 1)
    (hD : 0 ≤ triangleDet a b c φ) :
    ∃ (s z : ℝ) (y : ℂ), s ^ 2 = 1 - a ^ 2 ∧
      (s : ℂ) * y = b * Complex.exp (φ * Complex.I) - a * c ∧
      Complex.normSq y + z ^ 2 = 1 - c ^ 2 ∧ (triangleDet a b c φ = 0 → z = 0) := by
  have hw : Complex.normSq (b * Complex.exp (φ * Complex.I) - a * c) =
      (1 - a ^ 2) * (1 - c ^ 2) - triangleDet a b c φ := by
    have e : (b : ℂ) * Complex.exp (φ * Complex.I) - a * c =
        ((b * Real.cos φ - a * c : ℝ) : ℂ) + ((b * Real.sin φ : ℝ) : ℂ) * Complex.I := by
      rw [Complex.exp_mul_I]
      push_cast
      ring
    rw [e, Complex.normSq_add_mul_I, triangleDet]
    linear_combination b ^ 2 * Real.sin_sq_add_cos_sq φ
  rcases eq_or_lt_of_le ha1 with h | h
  · -- here a = 1 and s = 0, so the equation for s y puts no condition on y
    have hs0 : 1 - a ^ 2 = 0 := by rw [h]; norm_num
    have hw0 : (b : ℂ) * Complex.exp (φ * Complex.I) - a * c = 0 :=
      Complex.normSq_eq_zero.mp
        (le_antisymm (by rw [hw, hs0]; linarith) (Complex.normSq_nonneg _))
    refine ⟨0, 0, (Real.sqrt (1 - c ^ 2) : ℝ), ?_, ?_, ?_, fun _ => rfl⟩
    · rw [hs0]; norm_num
    · rw [hw0, Complex.ofReal_zero, zero_mul]
    · rw [Complex.normSq_ofReal, Real.mul_self_sqrt (by nlinarith)]
      ring
  · have hs : 0 < 1 - a ^ 2 := by nlinarith
    have hsC : ((Real.sqrt (1 - a ^ 2) : ℝ) : ℂ) ≠ 0 :=
      Complex.ofReal_ne_zero.mpr (Real.sqrt_pos.mpr hs).ne'
    refine ⟨Real.sqrt (1 - a ^ 2), Real.sqrt (triangleDet a b c φ / (1 - a ^ 2)),
      (b * Complex.exp (φ * Complex.I) - a * c) / (Real.sqrt (1 - a ^ 2) : ℝ),
      Real.sq_sqrt hs.le, ?_, ?_, ?_⟩
    · rw [← mul_div_assoc, mul_div_cancel_left₀ _ hsC]
    · rw [Complex.normSq_div, Complex.normSq_ofReal, Real.mul_self_sqrt hs.le, hw,
        Real.sq_sqrt (div_nonneg hD hs.le), ← add_div, div_eq_iff hs.ne']
      ring
    · intro h0
      rw [h0, zero_div, Real.sqrt_zero]
```

The values a = 1, b = c = 2, φ = 0 give D = 0 but are impossible for unit vectors, so c ≤ 1 is needed even when a ≤ 1 is kept. Exchanging a and c shows the same for a ≤ 1. The bound on b follows from the others: D ≥ 0 gives b ≤ ac + √((1 − a²)(1 − c²)) ≤ 1.

## Three components or two

The dimension counts the basis states available to the band. With three, the vectors above settle the converse. `realisable_three_iff` passes them to `realisable_of_gauge`, which leaves six overlap equations; `ring` and `linear_combination` close them from the component equations.

```lean
/-- For `a, b, c ≥ 0` with `a, c ≤ 1`, unit vectors in `C^3` with overlap moduli `a, b, c` and
triple product `abc exp(iφ)` exist exactly when `1 - a² - b² - c² + 2abc cos φ ≥ 0`. -/
theorem realisable_three_iff {a b c φ : ℝ} (ha : 0 ≤ a) (ha1 : a ≤ 1) (hb : 0 ≤ b)
    (hc : 0 ≤ c) (hc1 : c ≤ 1) :
    Realisable 3 a b c φ ↔ 0 ≤ 1 - a ^ 2 - b ^ 2 - c ^ 2 + 2 * (a * b * c * Real.cos φ) := by
  refine ⟨triangleDet_nonneg, fun hD => ?_⟩
  obtain ⟨s, z, y, hs, hy, hn, -⟩ := exists_components ha ha1 hc hc1 hD
  have hsC : (s : ℂ) ^ 2 = 1 - (a : ℂ) ^ 2 := by exact_mod_cast hs
  have hnC : conj y * y + (z : ℂ) ^ 2 = 1 - (c : ℂ) ^ 2 := by
    rw [← Complex.normSq_eq_conj_mul_self]
    exact_mod_cast hn
  have ov : ∀ p q r p' q' r' : ℂ, overlap ![p, q, r] ![p', q', r'] =
      conj p * p' + conj q * q' + conj r * r' := by
    intro p q r p' q' r'
    simp [overlap, Fin.sum_univ_three]
  apply realisable_of_gauge ha hb hc ![1, 0, 0] ![(a : ℂ), s, 0] ![(c : ℂ), y, z] <;>
    rw [ov] <;> simp only [Complex.conj_ofReal, map_one, map_zero]
  · ring
  · linear_combination hsC
  · linear_combination hnC
  · ring
  · linear_combination hy
  · ring
```

In a two-level system three vectors are linearly dependent, so det G = 0 and the inequality becomes an equality. Conversely, D = 0 gives z = 0, and the third component can be deleted. For the first direction Lean expands the determinant in the six amplitudes and lets `ring` cancel it.

```lean
/-- For `a, b, c ≥ 0` with `a, c ≤ 1`, the triangle is realisable by states of a two-level system
exactly when `1 - a² - b² - c² + 2abc cos φ = 0`. -/
theorem realisable_two_iff {a b c φ : ℝ} (ha : 0 ≤ a) (ha1 : a ≤ 1) (hb : 0 ≤ b)
    (hc : 0 ≤ c) (hc1 : c ≤ 1) :
    Realisable 2 a b c φ ↔ 1 - a ^ 2 - b ^ 2 - c ^ 2 + 2 * (a * b * c * Real.cos φ) = 0 := by
  change _ ↔ triangleDet a b c φ = 0
  constructor
  · rintro ⟨u, hu, h01, h12, h20, ht⟩
    -- three vectors in a plane have vanishing Gram determinant
    have h0 : (overlapMatrix u).det = 0 := by
      rw [Matrix.det_fin_three]
      simp only [overlapMatrix, Matrix.of_apply, overlap, Fin.sum_univ_two]
      ring
    rw [det_eq_triangleDet u hu h01 h12 h20 ht] at h0
    exact_mod_cast h0
  · intro hD
    obtain ⟨s, z, y, hs, hy, hn, hz⟩ := exists_components ha ha1 hc hc1 hD.ge
    rw [hz hD] at hn
    have hsC : (s : ℂ) ^ 2 = 1 - (a : ℂ) ^ 2 := by exact_mod_cast hs
    have hnC : conj y * y = 1 - (c : ℂ) ^ 2 := by
      rw [← Complex.normSq_eq_conj_mul_self]
      have hn' : Complex.normSq y = 1 - c ^ 2 := by linarith
      exact_mod_cast hn'
    have ov : ∀ p q p' q' : ℂ, overlap ![p, q] ![p', q'] = conj p * p' + conj q * q' := by
      intro p q p' q'
      simp [overlap, Fin.sum_univ_two]
    apply realisable_of_gauge ha hb hc ![1, 0] ![(a : ℂ), s] ![(c : ℂ), y] <;>
      rw [ov] <;> simp only [Complex.conj_ofReal, map_one, map_zero]
    · ring
    · linear_combination hsC
    · linear_combination hnC
    · ring
    · linear_combination hy
    · ring
```

An orthonormal triple, with a = b = c = 0 and D = 1, exists in C³ but not in C².

## Small and large overlaps

At fixed moduli D is smallest at φ = π, where it equals 1 − a² − b² − c² − 2abc. Every phase therefore occurs in C³ exactly when this number is non-negative. The proof evaluates the criterion at π in one direction and uses cos φ ≥ −1 in the other.

```lean
/-- For `a, b, c ≥ 0` with `a, c ≤ 1`, every phase `φ` is realisable in `C^3` exactly when
`a² + b² + c² + 2abc ≤ 1`. -/
theorem all_phases_iff {a b c : ℝ} (ha : 0 ≤ a) (ha1 : a ≤ 1) (hb : 0 ≤ b)
    (hc : 0 ≤ c) (hc1 : c ≤ 1) :
    (∀ φ, Realisable 3 a b c φ) ↔ a ^ 2 + b ^ 2 + c ^ 2 + 2 * (a * b * c) ≤ 1 := by
  constructor
  · intro h
    -- the phase π is the most demanding one
    have h1 := (realisable_three_iff ha ha1 hb hc hc1).mp (h Real.pi)
    rw [Real.cos_pi] at h1
    linarith
  · intro h φ
    rw [realisable_three_iff ha ha1 hb hc hc1]
    have h1 := mul_le_mul_of_nonneg_left (Real.neg_one_le_cos φ)
      (mul_nonneg (mul_nonneg ha hb) hc)
    linarith
```

The hypothesis a² + b² + c² > 1 holds in particular when all three states are close together, as for an isolated band on a fine mesh. If cos φ ≤ 0, then D ≤ 1 − a² − b² − c² < 0, a contradiction. Hence cos φ > 0, in any dimension; Lean argues by the same contradiction.

```lean
/-- In any dimension, a realisable triangle with `a² + b² + c² > 1` has `cos φ > 0`. -/
theorem cos_pos_of_large_overlaps {n : ℕ} {a b c φ : ℝ} (h : Realisable n a b c φ)
    (hl : 1 < a ^ 2 + b ^ 2 + c ^ 2) : 0 < Real.cos φ := by
  have hD := triangleDet_nonneg h
  obtain ⟨u, -, h01, h12, h20, -⟩ := h
  have hp : 0 ≤ a * b * c := by
    rw [← h01, ← h12, ← h20]
    positivity
  unfold triangleDet at hD
  by_contra hcos
  have h1 := mul_nonpos_of_nonneg_of_nonpos hp (not_lt.mp hcos)
  linarith

end

end RealisableTriangles
```

The strict inequality cannot be relaxed to ≥: a = b = c = 1/√3, φ = π/2 has a² + b² + c² = 1, D = 0 and cos φ = 0, and is realisable by the criterion above.

```lean
#print axioms RealisableTriangles.realisable_three_iff
#print axioms RealisableTriangles.realisable_two_iff
#print axioms RealisableTriangles.all_phases_iff
#print axioms RealisableTriangles.cos_pos_of_large_overlaps
```

```
'RealisableTriangles.realisable_three_iff' depends on axioms: [propext, Classical.choice, Quot.sound]
'RealisableTriangles.realisable_two_iff' depends on axioms: [propext, Classical.choice, Quot.sound]
'RealisableTriangles.all_phases_iff' depends on axioms: [propext, Classical.choice, Quot.sound]
'RealisableTriangles.cos_pos_of_large_overlaps' depends on axioms: [propext, Classical.choice, Quot.sound]
```

## Three overlaps of one half

For a = b = c = 1/2,

D = 1 − 3/4 + (1/4) cos φ = (1 + cos φ)/4.

Every phase is possible in C³, but in C² only φ = π, up to multiples of 2π. For φ = π the recipe gives s = √3/2 and y = (−1/2 − 1/4)/s = −√3/2, hence the states (1, 0), (1/2, √3/2), (1/2, −√3/2). Their overlaps are 1/2, −1/2, 1/2, with product −1/8.

## A triangle of a k-mesh

To find the Berry flux of one isolated band on a two-dimensional k-mesh, a program can split each mesh cell into two triangles, multiply the three overlaps of the cell-periodic eigenvectors around each, and take the argument of the product in (−π, π]. Suppose all three moduli are 0.8. Then D ≥ 0 reads

cos φ ≥ 0.92/1.024 ≈ 0.898,

so the argument lies within about 26° of zero. In a two-band tight-binding model equality holds: the moduli fix the size of the phase at about 26°, and only its sign remains to be found from the complex overlaps.
